# A Falicov-Kimball triangle whose fourth moment is less than tr (h² + U²)²

In the one-electron Falicov-Kimball model, an electron hops on a finite set of sites and feels a potential set by a fixed configuration of localised particles, so that its Hamiltonian is H = h + U diag(s). The declaration takes a triangle with every hopping amplitude equal to -2, U = 1 and s = 1 on each site, and states that tr H⁴ < tr (h² + U²)², where U² multiplies the identity. The traces are not divided by the number of sites; they are 243 and 339, or 81 and 113 per site. The attempt computes H, H² and h² + U² as explicit matrices, rewrites both sides as traces of squares, and leaves the remaining arithmetic to `norm_num`.

An attempt in Lean 4 with a fault in it:

```lean
import Mathlib

open Matrix

namespace FalicovKimballMoment

variable {n : Type*} [Fintype n] [DecidableEq n]

/-- The one-electron Falicov-Kimball Hamiltonian: hopping `h` plus the potential `U s i`
of the localised particles. -/
def hamiltonian (h : Matrix n n ℝ) (U : ℝ) (s : n → ℝ) : Matrix n n ℝ :=
  h + U • diagonal s

/-- On a triangle with hopping `-2`, `U = 1` and the uniform configuration, the fourth moment
lies strictly below `tr (h² + U²)²`. -/
theorem triangle_violates_bound :
    trace (hamiltonian !![0, -2, -2; -2, 0, -2; -2, -2, 0] 1 (fun _ : Fin 3 => 1) ^ 4) <
      trace (((!![0, -2, -2; -2, 0, -2; -2, -2, 0] : Matrix (Fin 3) (Fin 3) ℝ) ^ 2
        + (1 : ℝ) ^ 2 • (1 : Matrix (Fin 3) (Fin 3) ℝ)) ^ 2) := by
  have e1 : hamiltonian !![0, -2, -2; -2, 0, -2; -2, -2, 0] 1 (fun _ : Fin 3 => 1)
      = !![1, -2, -2; -2, 1, -2; -2, -2, 1] := by
    ext i j
    fin_cases i <;> fin_cases j <;> norm_num [hamiltonian, Matrix.one_apply]
  have e2 : (!![1, -2, -2; -2, 1, -2; -2, -2, 1] : Matrix (Fin 3) (Fin 3) ℝ) ^ 2
      = !![9, 0, 0; 0, 9, 0; 0, 0, 9] := by
    ext i j
    fin_cases i <;> fin_cases j <;>
      norm_num [pow_two, Matrix.mul_apply, Fin.sum_univ_succ]
  have e3 : (!![0, -2, -2; -2, 0, -2; -2, -2, 0] : Matrix (Fin 3) (Fin 3) ℝ) ^ 2
      + (1 : ℝ) ^ 2 • (1 : Matrix (Fin 3) (Fin 3) ℝ) = !![9, 4, 4; 4, 9, 4; 4, 4, 9] := by
    ext i j
    fin_cases i <;> fin_cases j <;>
      norm_num [pow_two, Matrix.mul_apply, Fin.sum_univ_succ, Matrix.one_apply]
  have e4 : (!![1, -2, -2; -2, 1, -2; -2, -2, 1] : Matrix (Fin 3) (Fin 3) ℝ) ^ 4
      = (!![1, -2, -2; -2, 1, -2; -2, -2, 1] ^ 2) ^ 2 := pow_mul _ 2 2
  rw [e1, e3, e4, e2]
  norm_num [pow_two, Matrix.trace_fin_three, Matrix.mul_apply, Fin.sum_univ_succ]

end FalicovKimballMoment
```

The compiler's answer:

```
Main.lean:19:64: error: unsolved goals
e1 : (hamiltonian !![0, -2, -2; -2, 0, -2; -2, -2, 0] 1 fun x => 1) = !![1, -2, -2; -2, 1, -2; -2, -2, 1]
e2 : !![1, -2, -2; -2, 1, -2; -2, -2, 1] ^ 2 = !![9, 0, 0; 0, 9, 0; 0, 0, 9]
e3 : !![0, -2, -2; -2, 0, -2; -2, -2, 0] ^ 2 + 1 ^ 2 • 1 = !![9, 4, 4; 4, 9, 4; 4, 4, 9]
e4 : !![1, -2, -2; -2, 1, -2; -2, -2, 1] ^ 4 = (!![1, -2, -2; -2, 1, -2; -2, -2, 1] ^ 2) ^ 2
⊢ 162 + vecCons (![81, 0, 0] 2) (fun i => vecCons (![0, 81, 0] 2) (fun i => ![0, 0, 81] 2) i) 2 <
    226 + vecCons (![113, 88, 88] 2) (fun i => vecCons (![88, 113, 88] 2) (fun i => ![88, 88, 113] 2) i) 2
```

Diagnosis. The message "unsolved goals" means that the last `norm_num` simplified the inequality without proving it. The four matrix identities `e1` to `e4` are in place, and the first two diagonal entries on each side have been added, to 162 and 226. The third entry on each side is stuck at the literal index 2, which `trace_fin_three` introduces. Even a plain vector such as `![81, 0, 0] 2` is left unevaluated. Simp lemmas cover the indices 0 and 1, but a literal 2 is evaluated by a simproc (a simplification procedure), and `norm_num` does not run simprocs. The missing values are 81 and 113, so the inequality itself is true.

The repair proves a general formula `t`: if a 3 × 3 matrix has `a` on the diagonal and `b` elsewhere, its square has trace 3a² + 6b². There `simp only` first writes the trace as sums of products of entries of the original matrix. The call to `simp`, which does run the simproc, then evaluates those entries, including the ones at index 2, and `ring` finishes the algebra. Rewriting with `t 9 0` and `t 9 4` removes the matrices from the goal, and `norm_num` has only an inequality between numbers to check.

Lean accepts the file once it reads:

```diff
@@ -34,6 +34,11 @@
   have e4 : (!![1, -2, -2; -2, 1, -2; -2, -2, 1] : Matrix (Fin 3) (Fin 3) ℝ) ^ 4
       = (!![1, -2, -2; -2, 1, -2; -2, -2, 1] ^ 2) ^ 2 := pow_mul _ 2 2
-  rw [e1, e3, e4, e2]
-  norm_num [pow_two, Matrix.trace_fin_three, Matrix.mul_apply, Fin.sum_univ_succ]
+  have t : ∀ a b : ℝ, trace (!![a, b, b; b, a, b; b, b, a] ^ 2) = 3 * a ^ 2 + 6 * b ^ 2 := by
+    intro a b
+    simp only [pow_two, Matrix.trace_fin_three, Matrix.mul_apply, Fin.sum_univ_three]
+    simp
+    ring
+  rw [e1, e3, e4, e2, t 9 0, t 9 4]
+  norm_num
 
 end FalicovKimballMoment
```
